# The resolvent-norm criterion for a perturbation of norm at most ε to make z an eigenvalue

Let E be a complex normed space, H and V bounded linear operators on E, and z a complex number. In Lean such operators have type `E →L[ℂ] E`. The norm ‖A‖ of an operator A is the supremum of ‖Aψ‖ over vectors with ‖ψ‖ ≤ 1. Neither H nor V need be Hermitian.

```lean
import Mathlib

open Matrix

namespace Pseudospectrum

noncomputable section

variable {E : Type*} [NormedAddCommGroup E] [NormedSpace ℂ E]
```

The Green's operator is

G(z) = (z − H)⁻¹,

written G below. Each theorem about it assumes that z − H is invertible, expressed by `IsUnit`; z is then not an eigenvalue of H itself.

```lean
/-- The Green's operator `G(z) = (z - H)⁻¹`, meant for those `z` at which `z - H` is
invertible. -/
def green (H : E →L[ℂ] E) (z : ℂ) : E →L[ℂ] E :=
  Ring.inverse (z • (1 : E →L[ℂ] E) - H)
```

Invertibility gives G(z − H)ψ = ψ and (z − H)Gψ = ψ for every ψ.

```lean
/-- If `z - H` is invertible, the Green's operator undoes `z - H` from the left and from
the right. -/
theorem green_cancel {H : E →L[ℂ] E} {z : ℂ}
    (h : IsUnit (z • (1 : E →L[ℂ] E) - H)) (ψ : E) :
    green H z (z • ψ - H ψ) = ψ ∧ z • green H z ψ - H (green H z ψ) = ψ :=
  ⟨DFunLike.congr_fun (Ring.inverse_mul_cancel _ h) ψ,
    DFunLike.congr_fun (Ring.mul_inverse_cancel _ h) ψ⟩
```

## A lower bound on the perturbation

The eigenvalue equation (H + V)ψ = zψ says that Vψ = (z − H)ψ. Applying G, or z − H in the other direction, gives the equivalent form

ψ = G V ψ.

The two directions of the Lean proof use the two cancellation identities.

```lean
/-- If `z - H` is invertible, the eigenvalue equation `(H + V) ψ = z ψ` is equivalent to the
fixed-point equation `ψ = G(z) V ψ`. -/
theorem eigen_iff_green {H : E →L[ℂ] E} {z : ℂ}
    (h : IsUnit (z • (1 : E →L[ℂ] E) - H)) (V : E →L[ℂ] E) (ψ : E) :
    (H + V) ψ = z • ψ ↔ ψ = green H z (V ψ) := by
  constructor
  · intro he
    have he' : H ψ + V ψ = z • ψ := he
    have hV : V ψ = z • ψ - H ψ := eq_sub_of_add_eq' he'
    rw [hV, (green_cancel h ψ).1]
  · intro he
    have hr := (green_cancel h (V ψ)).2
    rw [← he] at hr
    change H ψ + V ψ = z • ψ
    rw [← hr]
    abel
```

If ψ ≠ 0 solves this equation, then

‖ψ‖ = ‖G V ψ‖ ≤ ‖G‖ ‖V‖ ‖ψ‖,

and dividing by ‖ψ‖ gives 1 ≤ ‖G‖ ‖V‖. The `calc` block is this chain, with `le_opNorm` supplying each operator-norm bound.

```lean
/-- If `z - H` is invertible and `z` is an eigenvalue of `H + V`, then
`‖G(z)‖ ‖V‖` is at least one. -/
theorem one_le_norm_green_mul {H V : E →L[ℂ] E} {z : ℂ}
    (h : IsUnit (z • (1 : E →L[ℂ] E) - H)) {ψ : E} (hψ : ψ ≠ 0)
    (he : (H + V) ψ = z • ψ) : 1 ≤ ‖green H z‖ * ‖V‖ := by
  have hpos : 0 < ‖ψ‖ := norm_pos_iff.2 hψ
  have hfix := (eigen_iff_green h V ψ).1 he
  refine le_of_mul_le_mul_right ?_ hpos
  calc 1 * ‖ψ‖ = ‖green H z (V ψ)‖ := by rw [← hfix, one_mul]
    _ ≤ ‖green H z‖ * ‖V ψ‖ := (green H z).le_opNorm _
    _ ≤ ‖green H z‖ * (‖V‖ * ‖ψ‖) := by
        gcongr
        exact V.le_opNorm ψ
    _ = ‖green H z‖ * ‖V‖ * ‖ψ‖ := by ring
```

## A rank-one perturbation that reaches the bound

In finite dimension the closed unit ball is compact, so the continuous function φ ↦ ‖Aφ‖ has a maximum there, at some φ. For x ≠ 0, comparison with x/‖x‖ gives ‖Ax‖ ≤ ‖Aφ‖ ‖x‖. Hence ‖A‖ ≤ ‖Aφ‖, and the reverse inequality follows from ‖φ‖ ≤ 1.

```lean
/-- In finite dimension the operator norm is attained at some vector of the unit ball. -/
theorem exists_norm_attained [FiniteDimensional ℂ E] (A : E →L[ℂ] E) :
    ∃ φ : E, ‖φ‖ ≤ 1 ∧ ‖A φ‖ = ‖A‖ := by
  have : ProperSpace E := FiniteDimensional.proper ℂ E
  -- a continuous function on the compact unit ball has a maximum
  obtain ⟨φ, hφ, hmax⟩ := (isCompact_closedBall (0 : E) 1).exists_isMaxOn
    ⟨0, by simp⟩ A.continuous.norm.continuousOn
  have hφ1 : ‖φ‖ ≤ 1 := mem_closedBall_zero_iff.1 hφ
  refine ⟨φ, hφ1, le_antisymm (A.unit_le_opNorm φ hφ1)
    (A.opNorm_le_bound (norm_nonneg _) fun x => ?_)⟩
  by_cases hx : x = 0
  · simp [hx]
  -- compare with the normalised vector
  have hx' : 0 < ‖x‖ := norm_pos_iff.2 hx
  have h1 : ‖((‖x‖ : ℝ) : ℂ)⁻¹ • x‖ = 1 := by
    rw [norm_smul, norm_inv, Complex.norm_real, norm_norm, inv_mul_cancel₀ hx'.ne']
  have hm : ‖A (((‖x‖ : ℝ) : ℂ)⁻¹ • x)‖ ≤ ‖A φ‖ :=
    isMaxOn_iff.1 hmax _ (mem_closedBall_zero_iff.2 h1.le)
  rw [map_smul, norm_smul, norm_inv, Complex.norm_real, norm_norm,
    inv_mul_le_iff₀ hx'] at hm
  linarith
```

Now let E be nonzero. Then G ≠ 0, because G(z − H)x = x for any x ≠ 0. Choose φ with ‖φ‖ ≤ 1 and ‖Gφ‖ = ‖G‖, and put ψ = Gφ. The Hahn–Banach theorem provides a linear functional f with ‖f‖ ≤ 1 and f(ψ) = ‖ψ‖ = ‖G‖. Define

Vx = f(x) φ / ‖G‖.

Then Vψ = φ, so G V ψ = Gφ = ψ, and z is an eigenvalue of H + V. Moreover

‖V‖ = ‖f‖ ‖φ‖ / ‖G‖ ≤ 1/‖G‖,

while the lower bound gives ‖V‖ ≥ 1/‖G‖. In Lean, `smulRight` builds V and `le_antisymm` joins the two inequalities.

```lean
/-- On a nonzero finite-dimensional space with `z - H` invertible, some perturbation of
norm exactly `1 / ‖G(z)‖` makes `z` an eigenvalue. -/
theorem exists_optimal_perturbation [FiniteDimensional ℂ E] [Nontrivial E]
    {H : E →L[ℂ] E} {z : ℂ} (h : IsUnit (z • (1 : E →L[ℂ] E) - H)) :
    ∃ V : E →L[ℂ] E, ‖V‖ = 1 / ‖green H z‖ ∧ ∃ ψ : E, ψ ≠ 0 ∧ (H + V) ψ = z • ψ := by
  have hG : 0 < ‖green H z‖ := by
    refine norm_pos_iff.2 fun h0 => ?_
    obtain ⟨x, hx⟩ := exists_ne (0 : E)
    have hc := (green_cancel h x).1
    rw [h0] at hc
    exact hx hc.symm
  obtain ⟨φ, hφ, hn⟩ := exists_norm_attained (green H z)
  have hψ : green H z φ ≠ 0 := norm_pos_iff.1 (hn ▸ hG)
  -- the rank-one perturbation that sends `G φ` back to `φ`
  obtain ⟨f, hf, hfψ⟩ := exists_dual_vector'' ℂ (green H z φ)
  have hfG : f (green H z φ) = ((‖green H z‖ : ℝ) : ℂ) := by
    rw [← hn]
    exact hfψ
  have hc : ((‖green H z‖ : ℝ) : ℂ) ≠ 0 := Complex.ofReal_ne_zero.2 hG.ne'
  let V : E →L[ℂ] E := f.smulRight (((‖green H z‖ : ℝ) : ℂ)⁻¹ • φ)
  have hV : V (green H z φ) = φ := by
    change f (green H z φ) • (((‖green H z‖ : ℝ) : ℂ)⁻¹ • φ) = φ
    rw [hfG, smul_smul, mul_inv_cancel₀ hc, one_smul]
  have he : (H + V) (green H z φ) = z • green H z φ :=
    (eigen_iff_green h V _).2 (by rw [hV])
  refine ⟨V, le_antisymm ?_ ?_, _, hψ, he⟩
  · change ‖f.smulRight (((‖green H z‖ : ℝ) : ℂ)⁻¹ • φ)‖ ≤ _
    rw [ContinuousLinearMap.norm_smulRight_apply, norm_smul, norm_inv,
      Complex.norm_real, norm_norm, one_div]
    calc ‖f‖ * (‖green H z‖⁻¹ * ‖φ‖) ≤ 1 * (‖green H z‖⁻¹ * 1) := by gcongr
      _ = ‖green H z‖⁻¹ := by ring
  · rw [div_le_iff₀ hG, mul_comm]
    exact one_le_norm_green_mul h hψ he
```

## The criterion for operators

Let ε > 0. If a suitable V has ‖V‖ ≤ ε, then 1 ≤ ‖G‖ ‖V‖ ≤ ‖G‖ ε, so ‖G‖ ≥ 1/ε. Conversely, if ‖G‖ ≥ 1/ε, the optimal V has norm 1/‖G‖ ≤ ε. On the zero space both sides are false; the proof obtains `Nontrivial E` from ‖G‖ > 0.

```lean
/-- In finite dimension, with `z - H` invertible and `ε > 0`, a perturbation of norm at
most `ε` making `z` an eigenvalue exists if and only if `‖G(z)‖ ≥ 1 / ε`. -/
theorem exists_perturbation_iff [FiniteDimensional ℂ E] {H : E →L[ℂ] E} {z : ℂ}
    (h : IsUnit (z • (1 : E →L[ℂ] E) - H)) {ε : ℝ} (hε : 0 < ε) :
    (∃ V : E →L[ℂ] E, ‖V‖ ≤ ε ∧ ∃ ψ : E, ψ ≠ 0 ∧ (H + V) ψ = z • ψ) ↔
      1 / ε ≤ ‖green H z‖ := by
  constructor
  · rintro ⟨V, hV, ψ, hψ, he⟩
    rw [div_le_iff₀ hε]
    exact (one_le_norm_green_mul h hψ he).trans
      (mul_le_mul_of_nonneg_left hV (norm_nonneg _))
  · intro hG
    have hpos : 0 < ‖green H z‖ := (one_div_pos.2 hε).trans_le hG
    have : Nontrivial E := by
      by_contra hn
      rw [not_nontrivial_iff_subsingleton] at hn
      exact norm_pos_iff.1 hpos (ContinuousLinearMap.ext fun x => Subsingleton.elim _ _)
    obtain ⟨V, hV, hψ⟩ := exists_optimal_perturbation h
    refine ⟨V, ?_, hψ⟩
    rw [div_le_iff₀ hε] at hG
    rw [hV, div_le_iff₀ hpos]
    linarith
```

Without finite dimension the equivalence can fail. On ℓ² with orthonormal basis e₁, e₂, …, let He_k = (1 + 1/k)e_k and z = 0. Then ‖G‖ = sup k/(k + 1) = 1, so the norm condition holds at ε = 1. An eigenvector ψ of H + V with eigenvalue 0 would need ‖Vψ‖ = ‖Hψ‖ > ‖ψ‖, which is impossible when ‖V‖ ≤ 1.

## Residuals of trial vectors

The same threshold governs approximate eigenvectors. If ψ ≠ 0 and ‖Hψ − zψ‖ ≤ ε‖ψ‖, then

‖ψ‖ = ‖G(z − H)ψ‖ ≤ ‖G‖ ε ‖ψ‖,

so ‖G‖ ≥ 1/ε. Conversely, take ψ = Gφ with φ as above. Its residual has norm ‖φ‖ ≤ 1 ≤ ε‖G‖ = ε‖ψ‖.

For a finite matrix eigenproblem, a trial vector with relative residual at most ε at z therefore means that z is an exact eigenvalue of some matrix within ε of H in operator norm. If H is Hermitian, z is real and vector lengths are Euclidean, that matrix can be chosen Hermitian: some eigenvalue λ of H lies within ε of z, and adding (z − λ) times the orthogonal projector on a unit eigenvector of λ moves it to z. If z is not real, no Hermitian matrix has z as an eigenvalue.

```lean
/-- In finite dimension, with `z - H` invertible and `ε > 0`, a nonzero trial vector with
residual `‖H ψ - z ψ‖ ≤ ε ‖ψ‖` exists if and only if `‖G(z)‖ ≥ 1 / ε`. -/
theorem exists_residual_iff [FiniteDimensional ℂ E] {H : E →L[ℂ] E} {z : ℂ}
    (h : IsUnit (z • (1 : E →L[ℂ] E) - H)) {ε : ℝ} (hε : 0 < ε) :
    (∃ ψ : E, ψ ≠ 0 ∧ ‖H ψ - z • ψ‖ ≤ ε * ‖ψ‖) ↔ 1 / ε ≤ ‖green H z‖ := by
  constructor
  · rintro ⟨ψ, hψ, hr⟩
    rw [div_le_iff₀ hε]
    refine le_of_mul_le_mul_right ?_ (norm_pos_iff.2 hψ)
    rw [norm_sub_rev] at hr
    calc 1 * ‖ψ‖ = ‖green H z (z • ψ - H ψ)‖ := by rw [(green_cancel h ψ).1, one_mul]
      _ ≤ ‖green H z‖ * ‖z • ψ - H ψ‖ := (green H z).le_opNorm _
      _ ≤ ‖green H z‖ * (ε * ‖ψ‖) := by gcongr
      _ = ‖green H z‖ * ε * ‖ψ‖ := by ring
  · intro hG
    have hpos : 0 < ‖green H z‖ := (one_div_pos.2 hε).trans_le hG
    obtain ⟨φ, hφ, hn⟩ := exists_norm_attained (green H z)
    refine ⟨green H z φ, norm_pos_iff.1 (hn ▸ hpos), ?_⟩
    rw [div_le_iff₀ hε] at hG
    rw [norm_sub_rev, (green_cancel h φ).2, hn]
    linarith
```

## The criterion for matrices

A matrix A acts on Euclidean space through `op A`, so `‖op A‖` is the operator norm for Euclidean vector length. When A has at least one row, this is its largest singular value.

```lean
variable {n : Type*} [Fintype n] [DecidableEq n]

/-- A complex square matrix as an operator on Euclidean space. -/
def op (A : Matrix n n ℂ) : EuclideanSpace ℂ n →L[ℂ] EuclideanSpace ℂ n :=
  Matrix.toEuclideanCLM (n := n) (𝕜 := ℂ) A
```

The matrix theorem says that, for z − H invertible and ε > 0, a matrix V with `‖op V‖ ≤ ε` and a nonzero ψ with (H + V)ψ = zψ exist exactly when ‖(z − H)⁻¹‖ ≥ 1/ε. V ranges over all complex matrices, so no symmetry or sparsity of H is imposed on it.

The proof transfers the operator result. The map `op` preserves sums and products, and uniqueness of inverses identifies `op` of the inverse matrix with the Green's operator (`hG`). Every operator on this space comes from a matrix, so perturbations and eigenvectors translate both ways.

```lean
/-- For a complex matrix `H` with `z - H` invertible and `ε > 0`, a matrix `V` of Euclidean
operator norm at most `ε` making `z` an eigenvalue of `H + V` exists if and only if
`‖(z - H)⁻¹‖ ≥ 1 / ε`. -/
theorem matrix_pseudospectrum {H : Matrix n n ℂ} {z : ℂ}
    (h : IsUnit (z • (1 : Matrix n n ℂ) - H)) {ε : ℝ} (hε : 0 < ε) :
    (∃ V : Matrix n n ℂ, ‖op V‖ ≤ ε ∧ ∃ ψ : n → ℂ, ψ ≠ 0 ∧ (H + V) *ᵥ ψ = z • ψ) ↔
      1 / ε ≤ ‖op (z • (1 : Matrix n n ℂ) - H)⁻¹‖ := by
  have hmul (A B : Matrix n n ℂ) : op (A * B) = op A * op B := map_mul _ _ _
  have hadd (A B : Matrix n n ℂ) : op (A + B) = op A + op B := map_add _ _ _
  have hone : op (1 : Matrix n n ℂ) = 1 := map_one _
  have hvec (A : Matrix n n ℂ) (ψ : n → ℂ) :
      op A (WithLp.toLp 2 ψ) = WithLp.toLp 2 (A *ᵥ ψ) := Matrix.toEuclideanCLM_toLp A ψ
  have hA : op (z • (1 : Matrix n n ℂ) - H) = z • 1 - op H := by
    unfold op
    rw [map_sub, map_smul, map_one]
  have hinv : op (z • (1 : Matrix n n ℂ) - H) * op (z • (1 : Matrix n n ℂ) - H)⁻¹ = 1 := by
    rw [← hmul, Matrix.mul_nonsing_inv _ ((Matrix.isUnit_iff_isUnit_det _).1 h), hone]
  have hu : IsUnit (z • 1 - op H) := by
    rw [← hA]
    exact h.map (Matrix.toEuclideanCLM (n := n) (𝕜 := ℂ))
  -- the inverse matrix represents the Green's operator
  have hG : green (op H) z = op (z • (1 : Matrix n n ℂ) - H)⁻¹ :=
    left_inv_eq_right_inv (Ring.inverse_mul_cancel _ hu) (by rw [← hA]; exact hinv)
  rw [← hG, ← exists_perturbation_iff hu hε]
  constructor
  · rintro ⟨V, hV, ψ, hψ, he⟩
    refine ⟨op V, hV, WithLp.toLp 2 ψ, fun h0 => hψ (congrArg WithLp.ofLp h0), ?_⟩
    rw [← hadd, hvec, he]
    rfl
  · rintro ⟨W, hW, φ, hφ, he⟩
    obtain ⟨V, hV⟩ : ∃ V : Matrix n n ℂ, op V = W :=
      EquivLike.surjective (Matrix.toEuclideanCLM (n := n) (𝕜 := ℂ)) W
    obtain ⟨ψ, rfl⟩ : ∃ ψ : n → ℂ, φ = WithLp.toLp 2 ψ := ⟨φ.ofLp, rfl⟩
    subst hV
    rw [← hadd, hvec] at he
    exact ⟨V, hW, ψ, fun h0 => hφ (by rw [h0]; rfl), congrArg WithLp.ofLp he⟩

end

end Pseudospectrum
```

```lean
#print axioms Pseudospectrum.exists_perturbation_iff
#print axioms Pseudospectrum.exists_residual_iff
#print axioms Pseudospectrum.matrix_pseudospectrum
```

```
'Pseudospectrum.exists_perturbation_iff' depends on axioms: [propext, Classical.choice, Quot.sound]
'Pseudospectrum.exists_residual_iff' depends on axioms: [propext, Classical.choice, Quot.sound]
'Pseudospectrum.matrix_pseudospectrum' depends on axioms: [propext, Classical.choice, Quot.sound]
```
